# For a harmonic oscillator, the Takahashi–Imada partition function lies between the exact and the primitive one

## The sign and size of a finite-bead error

A path-integral simulation with a finite number $P$ of beads samples a discretised problem, whose partition function approximates the exact one. If the sign and size of the discretisation error are unknown, the approximate value bounds nothing, and the gain from a corrected potential is a guess. For one harmonic mode, both can be computed.

Set $\hbar=m=1$. Let $\beta$ be the inverse temperature, $\omega$ the frequency, $u=\beta\omega$, $\tau=\beta/P$ and $s=\tau\omega/2=u/(2P)$. The primitive scheme places a free-particle propagator between two half-steps of the potential $V$:

$$K(x,y)=\frac{1}{\sqrt{2\pi\tau}}\exp\left[-\frac{(x-y)^2}{2\tau}-\frac{\tau}{2}\bigl(V(x)+V(y)\bigr)\right].$$

Composing $P$ kernels and taking the trace gives the partition function. The Takahashi–Imada scheme uses $V+\tau^2V'^2/24$ instead of $V$. The leading splitting error consists of two double commutators of kinetic and potential energy; in the trace they combine, to leading order, into a multiple of $V'^2$, which the added term cancels.

## Three partition functions, one function of a phase

Define the Gaussian kernel

$$M_\theta(x,y)=\sqrt{\frac{c}{2\pi\sinh\theta}}\,\exp\left[-c\,\frac{(x^2+y^2)\cosh\theta-2xy}{2\sinh\theta}\right],$$

with stiffness $c>0$ and a real "phase" $\theta>0$. In $\int M_\alpha(x,y)M_\gamma(y,z)\,dy$ the exponent is $-py^2+qy+r$, where

$$p=\frac{c\sinh(\alpha+\gamma)}{2\sinh\alpha\sinh\gamma},\qquad q=c\,\frac{x\sinh\gamma+z\sinh\alpha}{\sinh\alpha\sinh\gamma},$$

and $r=-\frac c2(x^2\coth\alpha+z^2\coth\gamma)$. Without the prefactors of the two kernels, the integral is $\sqrt{\pi/p}\,e^{q^2/4p+r}$. Its cross term is $c\,xz/\sinh(\alpha+\gamma)$. Since $\cosh\alpha\sinh(\alpha+\gamma)-\sinh\gamma=\sinh\alpha\cosh(\alpha+\gamma)$, the coefficient of $x^2$ is $-\frac c2\coth(\alpha+\gamma)$, and likewise for $z^2$. The prefactors combine to $\sqrt{c/(2\pi\sinh(\alpha+\gamma))}$, so the result is $M_{\alpha+\gamma}$.

For $V=\omega^2x^2/2$, the exponent of $K$ is $-[(x^2+y^2)(1+2s^2)-2xy]/(2\tau)$. Hence $K=M_\theta$ with $\cosh\theta=1+2s^2$, that is $\theta=2\,\mathrm{arsinh}\,s$, and $c=\sinh\theta/\tau$. After $P$ steps the phase is $2h$ with $h=P\,\mathrm{arsinh}\,s$, and

$$\int M_{2h}(x,x)\,dx=\sqrt{\frac{c}{2\pi\sinh 2h}}\sqrt{\frac{\pi}{c\tanh h}}=\frac1{2\sinh h}.$$

With $V'=\omega^2x$, the corrected potential is again harmonic, with frequency $\omega r_s$, where $r_s=\sqrt{1+s^2/3}$. Half the phase per step, $a=\mathrm{arsinh}\,s$ in the primitive scheme, becomes $b=\mathrm{arsinh}(s\,r_s)$.

The exact sum over levels is

$$\sum_{n\ge0}e^{-u(n+1/2)}=\frac{e^{-u/2}}{1-e^{-u}}=\frac1{2\sinh(u/2)},\qquad \frac u2=Ps.$$

## The order of the phases and the constant 1/1440

Since $r_s>1$ for $s>0$, $a<b$. For the other inequality put $R=r_s\sqrt{1+s^2r_s^2}$ and $D=1+2s^2/3$. Then $(s\,r_s)'=D/r_s$, so $b'=D/R$. Expanding gives $R^2-D^2=s^4(2+s^2)/9$, and therefore

$$\frac{d}{ds}(s-b)=\frac{R-D}{R}=s^4\,\frac{2+s^2}{9R(R+D)}.$$

This is positive for $s>0$, and $s-b$ vanishes at $s=0$, so $b<s$. As $\sinh$ increases,

$$\frac1{2\sinh(u/2)}<\frac1{2\sinh(Pb)}<\frac1{2\sinh(Pa)}.$$

The last fraction in the derivative tends to $1/9$ as $s\to0$. L'Hôpital's rule gives $(s-b)/s^5\to1/45$, and

$$P^4\left(\frac u2-Pb\right)=\left(\frac u2\right)^5\frac{s-b}{s^5}\to\frac{u^5}{1440}.$$

## One bead, and ten

At $P=1$ the primitive value is the classical $1/u$, and the Takahashi–Imada value is $1/(u\sqrt{1+u^2/12})$.

In a Monte Carlo run that samples the corrected weight directly, each bead adds an extra $\tau^3V'^2/24$ to the action, so the acceptance test uses the force as well as the energy. For a mode with $u=10$ and $P=10$, half the total phase is $4.812$ in the primitive scheme and $4.994$ with the correction; the exact value is $5$.

## What the Lean statements say

`partition_order` states the two strict inequalities for all real `β, w > 0` and natural `P ≥ 1`; `w` is $\omega$. Here `pathZ` is the trace of the iterated integral `pathKernel`, whose index `n` means `n + 1` kernels, and `takahashiImada` takes the actual derivative of the potential. `exactZ` is the Boltzmann sum; its levels are put in, not derived from a Hamiltonian. `phase_order` gives $a<b<s$, and `fourth_order_limit` gives the limit for the half-phase $Pb$, with `tiPhase` for $b$.

The definitions accept any potential, but the theorems concern a single oscillator. Fourth-order convergence for an anharmonic potential, the case that simulations need, does not follow from them.

```lean
import Mathlib

open Real MeasureTheory Filter Topology

namespace TakahashiImadaOscillator

noncomputable section

/-- Harmonic potential of frequency `w` for unit mass. -/
def osc (w x : ℝ) : ℝ := w ^ 2 / 2 * x ^ 2

/-- Takahashi-Imada effective potential at imaginary time step `τ`, with `ħ = m = 1`. -/
def takahashiImada (V : ℝ → ℝ) (τ x : ℝ) : ℝ := V x + τ ^ 2 / 24 * (deriv V x) ^ 2

/-- Symmetric short-time kernel of the potential `V`, for a time step `τ > 0`. -/
def beadKernel (V : ℝ → ℝ) (τ x y : ℝ) : ℝ :=
  √(1 / (2 * π * τ)) * exp (-((x - y) ^ 2 / (2 * τ) + τ * (V x + V y) / 2))

/-- Composition of `n + 1` short-time kernels, integrated over the `n` inner beads. -/
def pathKernel (V : ℝ → ℝ) (τ : ℝ) : ℕ → ℝ → ℝ → ℝ
  | 0, x, y => beadKernel V τ x y
  | n + 1, x, y => ∫ z, pathKernel V τ n x z * beadKernel V τ z y

/-- Path-integral partition function with `P ≥ 1` beads at inverse temperature `β`. -/
def pathZ (V : ℝ → ℝ) (β : ℝ) (P : ℕ) : ℝ := ∫ x, pathKernel V (β / P) (P - 1) x x

/-- Boltzmann sum over the oscillator levels `w (n + 1/2)`. -/
def exactZ (β w : ℝ) : ℝ := ∑' n : ℕ, exp (-(β * (w * (n + 1 / 2))))

/-- Gaussian kernel of Mehler form with stiffness `c` and phase `θ > 0`. -/
def mehler (c θ x y : ℝ) : ℝ :=
  √(c / (2 * π * sinh θ)) *
    exp (-(c * ((x ^ 2 + y ^ 2) * cosh θ - 2 * x * y) / (2 * sinh θ)))

/-- Half the Mehler phase of one Takahashi-Imada step, as a function of `s = β w / (2 P)`. -/
def tiPhase (s : ℝ) : ℝ := arsinh (s * √(1 + s ^ 2 / 3))

/-- The product of square roots that occurs in the slope of the phase. -/
def stepRoot (s : ℝ) : ℝ := √(1 + s ^ 2 / 3) * √(1 + (s * √(1 + s ^ 2 / 3)) ^ 2)

/-- The factor multiplying `s ^ 4` in the slope of the half-phase error `s - tiPhase s`. -/
def errorRate (s : ℝ) : ℝ :=
  (2 + s ^ 2) / (9 * stepRoot s * (stepRoot s + (1 + 2 * s ^ 2 / 3)))

/-- Mehler kernels of equal positive stiffness compose by adding their positive phases. -/
theorem mehler_comp {c α β : ℝ} (hc : 0 < c) (hα : 0 < α) (hβ : 0 < β) (x z : ℝ) :
    ∫ y, mehler c α x y * mehler c β y z = mehler c (α + β) x z := by
  -- the shifted Gaussian integral
  have gauss : ∀ p q r : ℝ, 0 < p →
      ∫ y : ℝ, exp (-p * y ^ 2 + q * y + r) = √(π / p) * exp (q ^ 2 / (4 * p) + r) := by
    intro p q r hp
    have e : ∀ y : ℝ, exp (-p * y ^ 2 + q * y + r) =
        exp (q ^ 2 / (4 * p) + r) * exp (-p * (y - q / (2 * p)) ^ 2) := by
      intro y
      rw [← exp_add]
      congr 1
      field_simp
      ring
    simp_rw [e]
    rw [integral_const_mul, integral_sub_right_eq_self (fun y : ℝ => exp (-p * y ^ 2)),
      integral_gaussian, mul_comm]
  have ha := sinh_pos_iff.2 hα
  have hb := sinh_pos_iff.2 hβ
  have hS := sinh_pos_iff.2 (add_pos hα hβ)
  have eS := sinh_add α β
  have h1 : sinh β = cosh α * sinh (α + β) - sinh α * cosh (α + β) := by
    rw [sinh_add, cosh_add]; linear_combination (-sinh β) * cosh_sq α
  have h2 : sinh α = cosh β * sinh (α + β) - sinh β * cosh (α + β) := by
    rw [sinh_add, cosh_add]; linear_combination (-sinh α) * cosh_sq β
  unfold mehler
  generalize sinh (α + β) = S at hS eS h1 h2 ⊢
  generalize cosh (α + β) = C at h1 h2 ⊢
  generalize sinh α = a at ha eS h1 h2 ⊢
  generalize sinh β = b at hb eS h1 h2 ⊢
  generalize cosh α = k at eS h1 ⊢
  generalize cosh β = l at eS h2 ⊢
  have key : ∀ y : ℝ, √(c / (2 * π * a)) *
      exp (-(c * ((x ^ 2 + y ^ 2) * k - 2 * x * y) / (2 * a))) *
      (√(c / (2 * π * b)) * exp (-(c * ((y ^ 2 + z ^ 2) * l - 2 * y * z) / (2 * b)))) =
      √(c / (2 * π * a)) * √(c / (2 * π * b)) * exp (-(c * S / (2 * a * b)) * y ^ 2 +
        c * (x * b + z * a) / (a * b) * y + -(c * (x ^ 2 * k / a + z ^ 2 * l / b) / 2)) := by
    intro y
    rw [mul_mul_mul_comm, ← exp_add, eS]
    congr 2
    field_simp
    ring
  simp_rw [key]
  rw [integral_const_mul, gauss _ _ _ (by positivity), ← mul_assoc,
    ← sqrt_mul (by positivity), ← sqrt_mul (by positivity)]
  congr 2
  · field_simp
  · have e : (c * (x * b + z * a) / (a * b)) ^ 2 / (4 * (c * S / (2 * a * b))) +
        -(c * (x ^ 2 * k / a + z ^ 2 * l / b) / 2) =
        (c * (x * b + z * a) ^ 2 - c * (x ^ 2 * k * b + z ^ 2 * l * a) * S) /
          (2 * a * b * S) := by
      field_simp
      ring
    rw [e, ← neg_div, div_eq_div_iff (by positivity) (by positivity)]
    linear_combination 2 * S * (c * x ^ 2 * b * h1 + c * z ^ 2 * a * h2)

/-- For an oscillator with `w, τ > 0`, composing `n + 1` short-time kernels gives a Mehler
kernel whose phase is `n + 1` times `2 arsinh (τ w / 2)`. -/
theorem pathKernel_osc {τ w : ℝ} (hτ : 0 < τ) (hw : 0 < w) (n : ℕ) (x y : ℝ) :
    pathKernel (osc w) τ n x y = mehler (sinh (2 * arsinh (τ * w / 2)) / τ)
      ((n + 1) * (2 * arsinh (τ * w / 2))) x y := by
  have hθ : 0 < 2 * arsinh (τ * w / 2) :=
    mul_pos two_pos (arsinh_pos_iff.2 (by positivity))
  have hs := sinh_pos_iff.2 hθ
  have hcosh : cosh (2 * arsinh (τ * w / 2)) = 1 + 2 * (τ * w / 2) ^ 2 := by
    rw [cosh_two_mul, cosh_sq, sinh_arsinh]; ring
  -- a single step is already of Mehler form
  have one : ∀ x y, beadKernel (osc w) τ x y = mehler (sinh (2 * arsinh (τ * w / 2)) / τ)
      (2 * arsinh (τ * w / 2)) x y := by
    intro x y
    unfold beadKernel mehler osc
    rw [hcosh]
    generalize sinh (2 * arsinh (τ * w / 2)) = S at hs ⊢
    congr 2 <;> field_simp
    ring
  induction n generalizing y with
  | zero =>
    simp only [pathKernel, Nat.cast_zero, zero_add, one_mul]
    exact one x y
  | succ n ih =>
    simp only [pathKernel, ih, one]
    rw [mehler_comp (div_pos hs hτ) (by positivity) hθ]
    congr 1
    push_cast
    ring

/-- Primitive partition function of the oscillator with `P ≥ 1` beads and `β, w > 0`. -/
theorem pathZ_osc {β w : ℝ} (hβ : 0 < β) (hw : 0 < w) {P : ℕ} (hP : 1 ≤ P) :
    pathZ (osc w) β P = 1 / (2 * sinh (P * arsinh (β * w / (2 * P)))) := by
  -- trace of a Mehler kernel
  have trace : ∀ c h : ℝ, 0 < c → 0 < h →
      ∫ x, mehler c (2 * h) x x = 1 / (2 * sinh h) := by
    intro c h hc hh
    have hs := sinh_pos_iff.2 hh
    have hk := cosh_pos h
    have key : ∀ x, mehler c (2 * h) x x = √(c / (2 * π * (2 * sinh h * cosh h))) *
        exp (-(c * sinh h / cosh h) * x ^ 2) := by
      intro x
      unfold mehler
      rw [sinh_two_mul, cosh_two_mul, cosh_sq]
      congr 2
      field_simp
      ring
    simp_rw [key]
    rw [integral_const_mul, integral_gaussian, ← sqrt_mul (by positivity)]
    have e : c / (2 * π * (2 * sinh h * cosh h)) * (π / (c * sinh h / cosh h)) =
        (1 / (2 * sinh h)) ^ 2 := by field_simp
    rw [e, sqrt_sq (by positivity)]
  have hP0 : (0 : ℝ) < P := by exact_mod_cast hP
  have hτ : 0 < β / P := by positivity
  have ha : 0 < arsinh (β / P * w / 2) := arsinh_pos_iff.2 (by positivity)
  have hn : ((P - 1 : ℕ) : ℝ) + 1 = P := by exact_mod_cast Nat.sub_add_cancel hP
  have e : β * w / (2 * P) = β / P * w / 2 := by field_simp
  simp only [pathZ, pathKernel_osc hτ hw, hn, e, mul_left_comm (P : ℝ) 2]
  exact trace _ _ (div_pos (sinh_pos_iff.2 (by positivity)) hτ) (by positivity)

/-- The Takahashi-Imada potential of an oscillator is an oscillator of shifted frequency. -/
theorem takahashiImada_osc (w τ : ℝ) :
    takahashiImada (osc w) τ = osc (w * √(1 + (τ * w / 2) ^ 2 / 3)) := by
  funext x
  have h : HasDerivAt (osc w) (w ^ 2 * x) x :=
    ((hasDerivAt_pow 2 x).const_mul (w ^ 2 / 2)).congr_deriv (by
      show w ^ 2 / 2 * (((2 : ℕ) : ℝ) * x ^ 1) = w ^ 2 * x
      push_cast; ring)
  unfold takahashiImada
  rw [h.deriv]
  unfold osc
  rw [mul_pow w, sq_sqrt (by positivity)]
  ring

/-- The half-phase error `s - tiPhase s` has slope `s ^ 4 * errorRate s`. -/
theorem hasDerivAt_phaseError (s : ℝ) :
    HasDerivAt (fun s => s - tiPhase s) (s ^ 4 * errorRate s) s := by
  have hA : 0 < 1 + s ^ 2 / 3 := by positivity
  have hi : HasDerivAt (fun s : ℝ => 1 + s ^ 2 / 3) (2 * s / 3) s :=
    (((hasDerivAt_pow 2 s).div_const 3).const_add 1).congr_deriv (by
      show ((2 : ℕ) : ℝ) * s ^ 1 / 3 = 2 * s / 3
      push_cast; ring)
  refine ((hasDerivAt_id' s).fun_sub
    ((hasDerivAt_id' s).fun_mul (hi.sqrt hA.ne')).arsinh).congr_deriv ?_
  have hr := sq_sqrt hA.le
  have hr0 := sqrt_pos.2 hA
  have hB : 0 < 1 + (s * √(1 + s ^ 2 / 3)) ^ 2 := by positivity
  have ht := sq_sqrt hB.le
  have ht0 := sqrt_pos.2 hB
  simp only [errorRate, stepRoot, smul_eq_mul]
  generalize √(1 + (s * √(1 + s ^ 2 / 3)) ^ 2) = t at ht ht0 ⊢
  generalize √(1 + s ^ 2 / 3) = r at hr hr0 ht ⊢
  have h1 : 1 * r + s * (2 * s / 3 / (2 * r)) = (1 + 2 * s ^ 2 / 3) / r := by
    have h : s * (2 * s / 3 / (2 * r)) * r = s ^ 2 / 3 := by field_simp
    rw [eq_div_iff hr0.ne']
    linear_combination h + hr
  -- the terms below fourth order cancel
  have h2 : r * t - (1 + 2 * s ^ 2 / 3) =
      s ^ 4 * (2 + s ^ 2) / 9 / (r * t + (1 + 2 * s ^ 2 / 3)) := by
    rw [eq_div_iff (by positivity)]
    linear_combination (t ^ 2 + (1 + s ^ 2 / 3) * s ^ 2) * hr + (1 + s ^ 2 / 3) * ht
  rw [h1]
  calc 1 - t⁻¹ * ((1 + 2 * s ^ 2 / 3) / r)
      = (r * t - (1 + 2 * s ^ 2 / 3)) / (r * t) := by field_simp
    _ = _ := by rw [h2]; field_simp

/-- For `s > 0` the Takahashi-Imada half-phase `tiPhase s` lies strictly between the primitive
half-phase `arsinh s` and the exact half-phase `s`. -/
theorem phase_order {s : ℝ} (hs : 0 < s) : arsinh s < tiPhase s ∧ tiPhase s < s := by
  constructor
  · have h : 1 < √(1 + s ^ 2 / 3) := by
      rw [lt_sqrt (by norm_num)]
      have := pow_pos hs 2
      linarith
    exact arsinh_lt_arsinh.2 (by nlinarith)
  · have hm : StrictMonoOn (fun s => s - tiPhase s) (Set.Ici 0) := by
      refine strictMonoOn_of_deriv_pos (convex_Ici 0)
        (fun x _ => (hasDerivAt_phaseError x).continuousAt.continuousWithinAt) ?_
      intro x hx
      rw [interior_Ici] at hx
      have hx0 : 0 < x := hx
      rw [(hasDerivAt_phaseError x).deriv]
      unfold errorRate stepRoot
      positivity
    have h0 : tiPhase 0 = 0 := by simp [tiPhase]
    have h := hm (Set.mem_Ici.2 le_rfl) (Set.mem_Ici.2 hs.le) hs
    simp only [h0] at h
    linarith

/-- For `β, w > 0` and any number `P ≥ 1` of beads, the Takahashi-Imada partition function of
the oscillator lies strictly between the exact and the primitive one. -/
theorem partition_order {β w : ℝ} (hβ : 0 < β) (hw : 0 < w) {P : ℕ} (hP : 1 ≤ P) :
    exactZ β w < pathZ (takahashiImada (osc w) (β / P)) β P ∧
      pathZ (takahashiImada (osc w) (β / P)) β P < pathZ (osc w) β P := by
  have hP0 : (0 : ℝ) < P := by exact_mod_cast hP
  have hu : 0 < β * w := mul_pos hβ hw
  -- geometric series for the exact partition function
  have hex : exactZ β w = 1 / (2 * sinh (β * w / 2)) := by
    have e : ∀ n : ℕ, exp (-(β * (w * (n + 1 / 2)))) =
        exp (-(β * w / 2)) * exp (-(β * w)) ^ n := by
      intro n
      rw [← exp_nat_mul, ← exp_add]
      congr 1
      ring
    have hq : exp (-(β * w)) < 1 := Real.exp_lt_one_iff.2 (by linarith)
    have h1 : exp (-(β * w)) = exp (-(β * w / 2)) * exp (-(β * w / 2)) := by
      rw [← exp_add]; congr 1; ring
    have h2 : exp (β * w / 2) * exp (-(β * w / 2)) = 1 := by
      rw [← exp_add, add_neg_cancel, exp_zero]
    have h3 : exp (-(β * w / 2)) < exp (β * w / 2) := exp_lt_exp.2 (by linarith)
    simp only [exactZ, e]
    rw [tsum_mul_left, tsum_geometric_of_lt_one (exp_pos _).le hq, sinh_eq,
      ← div_eq_mul_inv, div_eq_div_iff (by linarith : 0 < 1 - exp (-(β * w))).ne'
        (by linarith : 0 < 2 * ((exp (β * w / 2) - exp (-(β * w / 2))) / 2)).ne']
    linear_combination h2 + h1
  have hti : pathZ (takahashiImada (osc w) (β / P)) β P =
      1 / (2 * sinh (P * tiPhase (β * w / (2 * P)))) := by
    have e1 : β / P * w / 2 = β * w / (2 * P) := by field_simp
    have e2 : ∀ r : ℝ, β * (w * r) / (2 * P) = β * w / (2 * P) * r := by intro r; ring
    rw [takahashiImada_osc, pathZ_osc hβ (by positivity) hP, e1, e2, tiPhase]
  have anti : ∀ x y : ℝ, 0 < x → x < y → 1 / (2 * sinh y) < 1 / (2 * sinh x) := by
    intro x y hx hxy
    have h1 := sinh_pos_iff.2 hx
    have h2 := sinh_lt_sinh.2 hxy
    exact one_div_lt_one_div_of_lt (by linarith) (by linarith)
  have hs : 0 < β * w / (2 * P) := by positivity
  obtain ⟨hab, hbs⟩ := phase_order hs
  have ha := arsinh_pos_iff.2 hs
  have e : β * w / 2 = P * (β * w / (2 * P)) := by field_simp
  rw [hex, hti, pathZ_osc hβ hw hP, e]
  exact ⟨anti _ _ (mul_pos hP0 (ha.trans hab)) (mul_lt_mul_of_pos_left hbs hP0),
    anti _ _ (mul_pos hP0 ha) (mul_lt_mul_of_pos_left hab hP0)⟩

/-- For `u > 0` half the total Takahashi-Imada phase approaches `u / 2` with an error whose product
with `P ^ 4` tends to `u ^ 5 / 1440`. -/
theorem fourth_order_limit {u : ℝ} (hu : 0 < u) :
    Tendsto (fun P : ℕ => (P : ℝ) ^ 4 * (u / 2 - P * tiPhase (u / (2 * P)))) atTop
      (𝓝 (u ^ 5 / 1440)) := by
  have hc : Continuous errorRate := by
    unfold errorRate stepRoot
    exact Continuous.div (by fun_prop) (by fun_prop) (fun s => by positivity)
  have h0 : errorRate 0 / 5 = 1 / 45 := by norm_num [errorRate, stepRoot]
  -- L'Hôpital's rule for the error of one bead
  have hl : Tendsto (fun s => (s - tiPhase s) / s ^ 5) (𝓝[>] 0) (𝓝 (1 / 45)) := by
    refine HasDerivAt.lhopital_zero_nhdsGT (f' := fun s => s ^ 4 * errorRate s)
      (g' := fun s => 5 * s ^ 4) (Eventually.of_forall hasDerivAt_phaseError)
      (Eventually.of_forall fun s => by simpa using hasDerivAt_pow 5 s) ?_ ?_ ?_ ?_
    · filter_upwards [self_mem_nhdsWithin] with s hs
      have hs0 : 0 < s := hs
      positivity
    · have h := (hasDerivAt_phaseError 0).continuousAt.tendsto
      simp only [tiPhase, zero_mul, arsinh_zero, sub_zero] at h
      exact h.mono_left nhdsWithin_le_nhds
    · have h : Tendsto (fun s : ℝ => s ^ 5) (𝓝 0) (𝓝 (0 ^ 5)) :=
        (continuous_pow 5).tendsto 0
      rw [zero_pow (by norm_num)] at h
      exact h.mono_left nhdsWithin_le_nhds
    · rw [← h0]
      refine (((hc.tendsto 0).div_const 5).mono_left nhdsWithin_le_nhds).congr' ?_
      filter_upwards [self_mem_nhdsWithin] with s hs
      have hs0 : 0 < s := hs
      field_simp
  have hs : Tendsto (fun P : ℕ => u / (2 * (P : ℝ))) atTop (𝓝[>] 0) := by
    refine tendsto_nhdsWithin_iff.2 ⟨?_, ?_⟩
    · refine (tendsto_const_div_atTop_nhds_zero_nat (u / 2)).congr fun P => ?_
      rw [div_div]
    · filter_upwards [eventually_gt_atTop 0] with P hP
      have hP0 : (0 : ℝ) < P := by exact_mod_cast hP
      exact Set.mem_Ioi.2 (by positivity)
  have h := (hl.comp hs).const_mul ((u / 2) ^ 5)
  rw [show (u / 2) ^ 5 * (1 / 45) = u ^ 5 / 1440 by ring] at h
  refine h.congr' ?_
  filter_upwards [eventually_gt_atTop 0] with P hP
  have hP0 : (0 : ℝ) < P := by exact_mod_cast hP
  simp only [Function.comp_apply]
  generalize tiPhase (u / (2 * P)) = b
  have e : u / 2 = P * (u / (2 * P)) := by field_simp
  have hs0 : u / (2 * (P : ℝ)) ≠ 0 := by positivity
  rw [e]
  generalize u / (2 * (P : ℝ)) = s at hs0 ⊢
  rw [← mul_div_assoc, div_eq_iff (pow_ne_zero 5 hs0)]
  ring

end

end TakahashiImadaOscillator
```

```lean
#print axioms TakahashiImadaOscillator.partition_order
#print axioms TakahashiImadaOscillator.fourth_order_limit
```

```
'TakahashiImadaOscillator.partition_order' depends on axioms: [propext, Classical.choice, Quot.sound]
'TakahashiImadaOscillator.fourth_order_limit' depends on axioms: [propext, Classical.choice, Quot.sound]
```

## From Gaussian integrals to the limit in Lean

`mehler_comp` is the composition rule; its `β` is the phase called $\gamma$ above. The local lemma `gauss` completes the square, and `h1` and `h2` are the addition identities. `generalize` then turns the hyperbolic functions into plain letters, which leaves algebra for `field_simp` and `linear_combination`.

`pathKernel_osc` identifies one kernel as Gaussian (`one`) and adds phases by induction. `pathZ_osc` takes the trace, and `takahashiImada_osc` finds the shifted frequency.

In `hasDerivAt_phaseError`, `h1` is the derivative of $s\,r_s$ and `h2` is the cancellation in $R-D$; `stepRoot` is $R$ and `errorRate` is the factor multiplying $s^4$. `phase_order` turns the positive slope into strict monotonicity on $[0,\infty)$.

`partition_order` sums the geometric series in `hex`, applies `pathZ_osc` at the shifted frequency in `hti`, and orders the values with `anti`. `fourth_order_limit` applies L'Hôpital's rule as $s\to0^+$, then substitutes $s=u/(2P)$.
